# A complex structure and a compatible two-form for first-order changes of an idempotent density matrix

## Density matrix, tangent vectors and sign conventions

Let `n` be a finite set labelling orthonormal spin-orbitals, and let P be a complex matrix over `n` with P† = P and P² = P. Such a P is the one-particle density matrix of a single Slater determinant: it projects onto the occupied orbitals, and 1 − P projects onto the virtual ones. The overlap matrix is the identity throughout. If the density matrix of a single determinant is given in a non-orthogonal basis, transforming it to an orthonormal basis brings it to this form.

```lean
import Mathlib

open Matrix

namespace GrassmannKahler

noncomputable section

variable {n : Type*} [Fintype n] [DecidableEq n]
```

A small change P + tX with real t stays Hermitian if X is Hermitian. It stays idempotent to first order in t if

PX + XP = X.

These two conditions define a tangent vector at P. In Lean they are the two fields of `IsTangent P X`, named `hermitian` and `offDiag`. The definition is purely algebraic: no manifold is constructed, and the number of electrons, tr P, is left free. If P = 0 or P = 1, there is nothing to rotate, and the only tangent vector is X = 0.

```lean
/-- A tangent vector at the density matrix `P`: a Hermitian `X` with `PX + XP = X`. -/
structure IsTangent (P X : Matrix n n ℂ) : Prop where
  hermitian : X.IsHermitian
  offDiag : P * X + X * P = X
```

The first object on this space is the map

J(X) = i(XP − PX).

With the occupied orbitals listed first, a tangent vector has an occupied-virtual block A and a virtual-occupied block A†. The map J multiplies A by −i and A† by i, so it is a quarter-turn in the phase of the orbital rotation. In Lean, `J P X` is defined for every matrix X, and the tangent condition enters only as a hypothesis of the theorems.

```lean
/-- The map `J(X) = i(XP - PX)`. -/
def J (P X : Matrix n n ℂ) : Matrix n n ℂ := Complex.I • (X * P - P * X)
```

The second object is the two-form

ω(X, Y) = i tr(P[X, Y]), with [X, Y] = XY − YX.

Lean calls it `kahlerForm P X Y` and gives it complex values, so its reality has to be proved. The metric that goes with it is tr(XY).

```lean
/-- The two-form `ω(X, Y) = i tr(P[X, Y])`. -/
def kahlerForm (P X Y : Matrix n n ℂ) : ℂ := Complex.I * trace (P * (X * Y - Y * X))
```

In Hartree–Fock theory with a finite orthonormal basis and a single determinant, J turns the steepest-descent direction of the energy at P, taken in the metric tr(XY), into the direction of real-time evolution −i[F, P], where F is the Fock matrix and ħ = 1.

## The occupied-occupied block vanishes

Multiply the tangent equation by P from the left and use P² = P:

PX + PXP = PX.

Hence PXP = 0. Hermiticity plays no part here, and the lemma does not assume it. This generality is needed later, when the lemma is applied to a product of three matrices that need not be Hermitian.

```lean
/-- A matrix with `PX + XP = X` has no occupied-occupied block: `PXP = 0`. -/
theorem occupied_block_eq_zero {P X : Matrix n n ℂ} (hPP : P * P = P)
    (hX : P * X + X * P = X) : P * X * P = 0 := by
  have h : P * (P * X + X * P) = P * X := by rw [hX]
  rw [mul_add, ← mul_assoc, hPP, ← mul_assoc] at h
  simpa using h
```

## J maps tangent vectors to tangent vectors

For Hermitian X and P, the adjoint of J(X) is

J(X)† = −i(PX − XP) = i(XP − PX) = J(X).

For the tangent equation, put C = XP − PX. Then

PC + CP = PXP − P²X + XP² − PXP = XP − PX = C,

and multiplying by i gives the same equation for J(X). In the proof, `constructor` separates these two parts. The first takes adjoints factor by factor, and the second moves the scalar i outside before using `hPP`, the hypothesis P² = P.

```lean
/-- `J` maps tangent vectors at `P` to tangent vectors at `P`. -/
theorem J_tangent {P X : Matrix n n ℂ} (hP : P.IsHermitian) (hPP : P * P = P)
    (hX : IsTangent P X) : IsTangent P (J P X) := by
  constructor
  · change (Complex.I • (X * P - P * X))ᴴ = Complex.I • (X * P - P * X)
    rw [conjTranspose_smul, conjTranspose_sub, conjTranspose_mul, conjTranspose_mul,
      hP.eq, hX.hermitian.eq, Complex.star_def, Complex.conj_I]
    module
  · have h : P * (X * P - P * X) + (X * P - P * X) * P = X * (P * P) - P * P * X := by
      noncomm_ring
    unfold J
    rw [Matrix.mul_smul, Matrix.smul_mul, ← smul_add, h, hPP]
```

## J applied twice gives −X

Applying J twice produces the factor i² = −1 and a double commutator:

J(J(X)) = −((XP − PX)P − P(XP − PX))

= −(XP² + P²X − 2PXP)

= −(XP + PX)

= −X.

The third line uses P² = P and PXP = 0, and the last is the tangent equation.

```lean
/-- Applying `J` twice to a tangent vector reverses its sign. -/
theorem J_J {P X : Matrix n n ℂ} (hPP : P * P = P) (hX : IsTangent P X) :
    J P (J P X) = -X := by
  -- the double commutator with `P` returns `X`, by `P² = P`, `PXP = 0` and `PX + XP = X`
  have h : (X * P - P * X) * P - P * (X * P - P * X) = X := by
    have e : (X * P - P * X) * P - P * (X * P - P * X)
        = X * (P * P) + P * P * X - P * X * P - P * X * P := by noncomm_ring
    rw [e, hPP, occupied_block_eq_zero hPP hX.offDiag, sub_zero, sub_zero, add_comm,
      hX.offDiag]
  unfold J
  rw [Matrix.smul_mul, Matrix.mul_smul, ← smul_sub, h, smul_smul, Complex.I_mul_I,
    neg_one_smul]
```

The device that carries this calculation is `noncomm_ring`. It proves identities that hold in every ring, without assuming that products commute, but it does not use hypotheses such as P² = P. The intermediate equation `e` therefore keeps `P * P` as a product. Once `noncomm_ring` has checked the expansion, `rw` replaces `P * P` by `P`, removes the two copies of PXP and recognises the tangent equation. The scalar i is handled separately, so the ring identity contains only matrices. The same division of labour appears in the proof that J preserves tangency and in the triple product below.

Idempotence is essential. Take P = ½·1 for two orbitals, which describes two half-filled levels. This P is Hermitian, and every Hermitian X satisfies PX + XP = X. But P commutes with everything, so J(X) = 0 for all X, and J(J(X)) = −X fails for every X ≠ 0.

## The trace pairing with J is the two-form

Cyclicity of the trace gives

tr(X J(Y)) = i(tr(XYP) − tr(XPY))

= i(tr(PXY) − tr(PYX))

= i tr(P[X, Y]).

This holds for arbitrary matrices P, X and Y. The auxiliary equations `h1` and `h2` are the two cyclic moves.

```lean
omit [DecidableEq n] in
/-- The trace pairing of `X` with `J(Y)` is the two-form: `tr(X J(Y)) = i tr(P[X, Y])`. -/
theorem trace_mul_J (P X Y : Matrix n n ℂ) : trace (X * J P Y) = kahlerForm P X Y := by
  have h1 : trace (X * (Y * P)) = trace (P * (X * Y)) := by
    rw [← mul_assoc, Matrix.trace_mul_comm (X * Y) P]
  have h2 : trace (X * (P * Y)) = trace (P * (Y * X)) := by
    rw [Matrix.trace_mul_comm X (P * Y), mul_assoc]
  unfold J kahlerForm
  rw [Matrix.mul_smul, trace_smul, smul_eq_mul, Matrix.mul_sub, Matrix.mul_sub,
    trace_sub, trace_sub, h1, h2]
```

Exchanging X and Y reverses the commutator, so

ω(X, Y) = −ω(Y, X),

again for arbitrary matrices.

```lean
omit [DecidableEq n] in
/-- The two-form is antisymmetric. -/
theorem kahlerForm_antisymm (P X Y : Matrix n n ℂ) :
    kahlerForm P X Y = -kahlerForm P Y X := by
  unfold kahlerForm
  rw [← neg_sub (Y * X) (X * Y), Matrix.mul_neg, trace_neg, mul_neg]
```

## Hermitian matrices give real values

Let z = tr(P[X, Y]) with P, X and Y Hermitian. The adjoint of [X, Y] is −[X, Y], and therefore

conj(z) = tr([X, Y]†P) = −tr([X, Y]P) = −z.

So z is purely imaginary and ω(X, Y) = iz is real. Lean states this as a vanishing imaginary part. In the proof, `h` is the equation conj(z) = −z, its real part gives Re z = 0, and `Complex.I_mul_im` identifies Im(iz) with Re z.

```lean
omit [DecidableEq n] in
/-- The two-form takes real values on Hermitian matrices when `P` is Hermitian. -/
theorem kahlerForm_real {P X Y : Matrix n n ℂ} (hP : P.IsHermitian)
    (hX : X.IsHermitian) (hY : Y.IsHermitian) : (kahlerForm P X Y).im = 0 := by
  -- the trace of `P[X, Y]` is purely imaginary
  have h : star (trace (P * (X * Y - Y * X))) = -trace (P * (X * Y - Y * X)) := by
    rw [← trace_conjTranspose, conjTranspose_mul, conjTranspose_sub, conjTranspose_mul,
      conjTranspose_mul, hP.eq, hX.eq, hY.eq, Matrix.trace_mul_comm _ P, ← trace_neg,
      ← Matrix.mul_neg, neg_sub]
  have h' := congrArg Complex.re h
  simp only [Complex.star_def, Complex.conj_re, Complex.neg_re] at h'
  rw [kahlerForm, Complex.I_mul_im]
  linarith
```

## The squared length is positive

For a Hermitian matrix X, with i and j now denoting orbital indices,

tr(X²) = Σ_i Σ_j X_ij X_ji = Σ_i Σ_j |X_ij|².

If X ≠ 0, at least one entry is nonzero and the sum is positive. The proof establishes the sum formula, finds a nonzero entry by contradiction, and concludes that a sum of non-negative terms with one positive term is positive. The statement concerns the real part `.re`, because Lean's trace is a complex number.

```lean
omit [DecidableEq n] in
/-- For a nonzero Hermitian matrix `X`, the real part of `tr(X²)` is positive. -/
theorem trace_sq_pos {X : Matrix n n ℂ} (hX : X.IsHermitian) (hne : X ≠ 0) :
    0 < (trace (X * X)).re := by
  have h : (trace (X * X)).re = ∑ i, ∑ j, Complex.normSq (X i j) := by
    simp only [Matrix.trace, Matrix.diag_apply, Matrix.mul_apply, Complex.re_sum]
    refine Finset.sum_congr rfl fun i _ => Finset.sum_congr rfl fun j _ => ?_
    rw [← hX.apply j i, Complex.star_def, Complex.mul_conj, Complex.ofReal_re]
  obtain ⟨i, j, hij⟩ : ∃ i j, X i j ≠ 0 := by
    by_contra hc
    push Not at hc
    exact hne (by ext i j; exact hc i j)
  rw [h]
  exact Finset.sum_pos' (fun a _ => Finset.sum_nonneg fun b _ => Complex.normSq_nonneg _)
    ⟨i, Finset.mem_univ _, Finset.sum_pos' (fun b _ => Complex.normSq_nonneg _)
      ⟨j, Finset.mem_univ _, Complex.normSq_pos.mpr hij⟩⟩
```

## J preserves the metric, and ω(J(X), X) is positive

For tangent X, the results so far combine to

tr(J(X)J(Y)) = ω(J(X), Y)

= −ω(Y, J(X))

= −tr(Y J(J(X)))

= tr(YX) = tr(XY).

Setting Y = X gives

ω(J(X), X) = tr(J(X)J(X)) = tr(X²) > 0 for X ≠ 0.

The order of the arguments matters: with this sign convention, ω(X, J(X)) is negative. Positivity also shows that ω is non-degenerate, since each nonzero tangent vector X has a partner J(X) with which it pairs to a nonzero number.

The theorem `kahler_structure` collects these facts for a Hermitian idempotent P. Its first part says that, for each tangent X, the matrix J(X) is tangent, J(J(X)) = −X, and the real part of ω(J(X), X) is positive if X ≠ 0. Its second part says that, for each pair of tangent vectors X and Y, tr(X J(Y)) equals i tr(P[X, Y]), is real and antisymmetric, and that J preserves tr(XY). In the proof, `iso` is the chain of equalities above, and the remaining entries are supplied by the earlier lemmas.

```lean
/-- At a Hermitian idempotent `P`, `J` preserves the tangent space, squares to `-1` and preserves
`tr(XY)`; the form `tr(X J(Y)) = i tr(P[X, Y])` is real and antisymmetric, and `ω(J(X), X)` has
positive real part for every nonzero tangent vector `X`. -/
theorem kahler_structure {P : Matrix n n ℂ} (hP : P.IsHermitian) (hPP : P * P = P) :
    (∀ X, IsTangent P X → IsTangent P (J P X) ∧ J P (J P X) = -X ∧
      (X ≠ 0 → 0 < (kahlerForm P (J P X) X).re)) ∧
    (∀ X Y, IsTangent P X → IsTangent P Y →
      trace (X * J P Y) = Complex.I * trace (P * (X * Y - Y * X)) ∧
      (trace (X * J P Y)).im = 0 ∧
      trace (X * J P Y) = -trace (Y * J P X) ∧
      trace (J P X * J P Y) = trace (X * Y)) := by
  -- antisymmetry and `J² = -1` make `J` an isometry
  have iso : ∀ X Y, IsTangent P X → trace (J P X * J P Y) = trace (X * Y) := by
    intro X Y hX
    rw [trace_mul_J, kahlerForm_antisymm, ← trace_mul_J, J_J hPP hX, Matrix.mul_neg,
      trace_neg, neg_neg]
    exact Matrix.trace_mul_comm Y X
  refine ⟨fun X hX => ⟨J_tangent hP hPP hX, J_J hPP hX, fun hne => ?_⟩,
    fun X Y hX hY => ⟨trace_mul_J P X Y, ?_, ?_, iso X Y hX⟩⟩
  · rw [← trace_mul_J, iso X X hX]
    exact trace_sq_pos hX.hermitian hne
  · rw [trace_mul_J]
    exact kahlerForm_real hP hX.hermitian hY.hermitian
  · rw [trace_mul_J, trace_mul_J]
    exact kahlerForm_antisymm P X Y
```

This is the linear algebra of a Kähler structure at one point P. A Kähler manifold also requires conditions that relate neighbouring points, among them that ω be closed. The next two results supply the algebraic identity behind closedness.

## Three tangent vectors have a traceless product

A tangent vector maps the occupied space into the virtual space and the virtual space into the occupied one. A product of three tangent vectors does the same, so it has no diagonal blocks and its trace is zero. To see this from the tangent equation, let T = XYZ with X, Y and Z tangent at P. Then

PT + TP = (PX + XP)YZ − X(PY + YP)Z + XY(PZ + ZP)

= T − T + T = T.

The inner terms cancel in pairs when the first line is expanded. The lemma on the occupied-occupied block now gives PTP = 0, so

tr(PT) = tr(P²T) = tr(PTP) = 0.

Taking the trace of PT + TP = T yields tr T = 2 tr(PT) = 0. In Lean, `h` is the tangent equation for the product, `h0` gives the vanishing of tr(PT), and `h1` is the trace of `h`.

```lean
/-- The trace of a product of three tangent vectors vanishes. -/
theorem trace_triple {P X Y Z : Matrix n n ℂ} (hPP : P * P = P) (hX : IsTangent P X)
    (hY : IsTangent P Y) (hZ : IsTangent P Z) : trace (X * Y * Z) = 0 := by
  -- the triple product is again off-diagonal with respect to `P`
  have h : P * (X * Y * Z) + X * Y * Z * P = X * Y * Z := by
    have e : P * (X * Y * Z) + X * Y * Z * P = (P * X + X * P) * Y * Z
        - X * (P * Y + Y * P) * Z + X * Y * (P * Z + Z * P) := by noncomm_ring
    rw [e, hX.offDiag, hY.offDiag, hZ.offDiag, sub_self, zero_add]
  have h0 := Matrix.trace_mul_comm (P * (X * Y * Z)) P
  rw [occupied_block_eq_zero hPP h, trace_zero, ← mul_assoc P P, hPP] at h0
  have h1 := congrArg trace h
  rw [trace_add, Matrix.trace_mul_comm (X * Y * Z) P, ← h0, add_zero] at h1
  exact h1.symm
```

## The two-form is constant along a tangent displacement

Keep two tangent vectors Y and Z fixed and replace P by P + tX, where X is tangent at P and t is real. The two-form is linear in P, so its value becomes

ω(Y, Z) + it tr(X[Y, Z]).

The extra term is it(tr(XYZ) − tr(XZY)), and both traces vanish by the previous result. The value is therefore unchanged for every real t, not only to first order.

```lean
/-- On fixed tangent vectors `Y, Z` at `P`, the two-form keeps its value when `P` is
displaced linearly along a tangent vector `X`. -/
theorem kahlerForm_displace {P X Y Z : Matrix n n ℂ} (hPP : P * P = P)
    (hX : IsTangent P X) (hY : IsTangent P Y) (hZ : IsTangent P Z) (t : ℝ) :
    kahlerForm (P + (t : ℂ) • X) Y Z = kahlerForm P Y Z := by
  have h : trace (X * (Y * Z - Z * Y)) = 0 := by
    rw [Matrix.mul_sub, ← mul_assoc, ← mul_assoc, trace_sub,
      trace_triple hPP hX hY hZ, trace_triple hPP hX hZ hY, sub_zero]
  unfold kahlerForm
  rw [Matrix.add_mul, Matrix.smul_mul, trace_add, trace_smul, h, smul_zero, add_zero]
```

The displaced matrix P + tX is in general no longer idempotent, since its square contains t²X². The theorem evaluates the formula for ω on the straight line through P, with Y and Z tangent at the original P. The exterior derivative of ω on tangent vectors is built from precisely the terms i tr(X[Y, Z]), but that last passage to differential forms is an interpretation and is not formalised here.

## One occupied orbital out of two

For P = diag(1, 0), the Pauli matrix σx is a tangent vector, and

J(σx) = i(σxP − Pσx) = σy.

Since [σx, σy] = 2iσz, the two-form has the value

ω(σx, σy) = i tr(P·2iσz) = −2 tr(Pσz) = −2.

The final theorem checks these values together with the Hermiticity and idempotence of P, so the general hypotheses are met by an example with a nonzero tangent vector. In Lean, `Fin 2` labels the two orbitals and the `!![...]` notation lists the matrix rows. The matrix equations are checked entry by entry through `fin_cases`, and the last value reduces to i² = −1.

```lean
/-- For `P = diag(1, 0)` the Pauli matrix `σx` is a tangent vector, `J` sends it to `σy`,
and `ω(σx, σy) = -2`. -/
theorem kahler_structure_witness :
    (!![1, 0; 0, 0] : Matrix (Fin 2) (Fin 2) ℂ).IsHermitian ∧
    (!![1, 0; 0, 0] : Matrix (Fin 2) (Fin 2) ℂ) * !![1, 0; 0, 0] = !![1, 0; 0, 0] ∧
    IsTangent (!![1, 0; 0, 0] : Matrix (Fin 2) (Fin 2) ℂ) !![0, 1; 1, 0] ∧
    J !![1, 0; 0, 0] !![0, 1; 1, 0] = !![0, -Complex.I; Complex.I, 0] ∧
    kahlerForm !![1, 0; 0, 0] !![0, 1; 1, 0] !![0, -Complex.I; Complex.I, 0] = -2 := by
  refine ⟨?_, ?_, ⟨?_, ?_⟩, ?_, ?_⟩
  · apply Matrix.IsHermitian.ext
    intro i j
    fin_cases i <;> fin_cases j <;> simp
  · ext i j
    fin_cases i <;> fin_cases j <;> simp [Matrix.mul_apply, Fin.sum_univ_succ]
  · apply Matrix.IsHermitian.ext
    intro i j
    fin_cases i <;> fin_cases j <;> simp
  · ext i j
    fin_cases i <;> fin_cases j <;> simp
  · ext i j
    fin_cases i <;> fin_cases j <;> simp [J]
  · simp only [kahlerForm, Matrix.trace_fin_two, Matrix.mul_apply, Matrix.sub_apply,
      Fin.sum_univ_two, Matrix.of_apply, Matrix.cons_val_zero, Matrix.cons_val_one,
      Matrix.cons_val_fin_one]
    linear_combination 2 * Complex.I_mul_I

end

end GrassmannKahler
```

```lean
#print axioms GrassmannKahler.kahler_structure
#print axioms GrassmannKahler.kahlerForm_displace
```

```
'GrassmannKahler.kahler_structure' depends on axioms: [propext, Classical.choice, Quot.sound]
'GrassmannKahler.kahlerForm_displace' depends on axioms: [propext, Classical.choice, Quot.sound]
```
